# Initial slope of the energy when an orbital rotation acts on the occupation matrix

Let `E` be a real-valued energy of finite real square matrices, differentiable at `F` with derivative X ↦ tr(hX). The lemma says that along the path exp(tA) F exp(−tA) the energy has slope tr(A(Fh − hF)) at t = 0. For antisymmetric `A` this path is an orbital rotation of the occupation matrix `F`, but the statement allows any real `A`, requires neither `F` nor `h` to be symmetric, and does not need `E` to be linear. The proof differentiates the two exponentials, combines them by the product rule, applies the chain rule to `E`, and rearranges the result by cyclicity of the trace.

Lean 4 with Mathlib refuses this proof:

```lean
import Mathlib

open Matrix
open scoped Matrix.Norms.Operator

namespace HasDerivAtEnergyRotated

noncomputable section

variable {m n : Type*} [Fintype m] [Fintype n] [DecidableEq n]

/-- The path `exp(tA) F exp(-tA)`. For antisymmetric `A` it is the occupation matrix `F` carried
along the orbital rotation generated by `A`. -/
def rotated (A F : Matrix n n ℝ) (t : ℝ) : Matrix n n ℝ :=
  NormedSpace.exp (t • A) * F * NormedSpace.exp (-(t • A))

/-- The energy `E` is differentiable at `F`, with derivative `X ↦ tr(h X)`. -/
def HasEnergyGradient (E : Matrix n n ℝ → ℝ) (h F : Matrix n n ℝ) : Prop :=
  ∃ L : Matrix n n ℝ →L[ℝ] ℝ, (∀ X, L X = trace (h * X)) ∧ HasFDerivAt E L F

/-- For any `A`, the slope at `t = 0` of the energy along `exp(tA) F exp(-tA)` is
`tr(A (F h - h F))`, where the energy has derivative `X ↦ tr(h X)` at `F`. -/
theorem hasDerivAt_energy_rotated {E : Matrix n n ℝ → ℝ} {h F : Matrix n n ℝ}
    (hE : HasEnergyGradient E h F) (A : Matrix n n ℝ) :
    HasDerivAt (fun t : ℝ => E (rotated A F t)) (trace (A * (F * h - h * F))) 0 := by
  obtain ⟨L, hL, hD⟩ := hE
  have h1 : HasDerivAt (fun u : ℝ => NormedSpace.exp (u • A)) A 0 := by
    simpa using hasDerivAt_exp_smul_const A (0 : ℝ)
  have h2 : HasDerivAt (fun u : ℝ => NormedSpace.exp (-(u • A))) (-A) 0 := by
    simpa using hasDerivAt_exp_smul_const (-A) (0 : ℝ)
  -- the path leaves `F` with velocity `A F - F A`
  have h3 : HasDerivAt (rotated A F) (A * F - F * A) 0 :=
    ((h1.mul_const F).fun_mul h2).congr_deriv (by simp [sub_eq_add_neg])
  have h0 : rotated A F 0 = F := by simp [rotated]
  have hD' : HasFDerivAt E L (rotated A F 0) := by rw [h0]; exact hD
  refine (hD'.comp_hasDerivAt 0 h3).congr_deriv ?_
  -- cyclicity of the trace moves `A` to the front
  have c1 : trace (h * (A * F)) = trace (A * (F * h)) := by
    rw [Matrix.trace_mul_comm, Matrix.mul_assoc]
  have c2 : trace (h * (F * A)) = trace (A * (h * F)) := by
    rw [← Matrix.mul_assoc, Matrix.trace_mul_comm]
  rw [hL, Matrix.mul_sub, Matrix.mul_sub, Matrix.trace_sub, Matrix.trace_sub, c1, c2]

end

end HasDerivAtEnergyRotated
```

Lean reports:

```
Main.lean:28:4: error: Type mismatch: After simplification, term
  hasDerivAt_exp_smul_const A 0
 has type
  @HasDerivAt ℝ DenselyNormedField.toNontriviallyNormedField (Matrix n n ℝ) Matrix.linftyOpNormedRing.toAddCommGroup
    (NormedAlgebra.toNormedSpace (Matrix n n ℝ)).toModule PseudoMetricSpace.toUniformSpace.toTopologicalSpace ⋯
    (fun u => NormedSpace.exp (u • A)) A 0
but is expected to have type
  @HasDerivAt ℝ DenselyNormedField.toNontriviallyNormedField (Matrix n n ℝ) addCommGroup module
    instTopologicalSpaceMatrix ⋯ (fun u => NormedSpace.exp (u • A)) A 0
Main.lean:30:4: error: Type mismatch: After simplification, term
  hasDerivAt_exp_smul_const (-A) 0
 has type
  @HasDerivAt ℝ DenselyNormedField.toNontriviallyNormedField (Matrix n n ℝ) Matrix.linftyOpNormedRing.toAddCommGroup
    (NormedAlgebra.toNormedSpace (Matrix n n ℝ)).toModule PseudoMetricSpace.toUniformSpace.toTopologicalSpace ⋯
    (fun u => NormedSpace.exp (-(u • A))) (-A) 0
but is expected to have type
  @HasDerivAt ℝ DenselyNormedField.toNontriviallyNormedField (Matrix n n ℝ) addCommGroup module
    instTopologicalSpaceMatrix ⋯ (fun u => NormedSpace.exp (-(u • A))) (-A) 0
Main.lean:42:6: error: Tactic `rewrite` failed: Did not find an occurrence of the pattern
  L ?X
in the target expression
  L (A * F - F * A) = (A * (F * h - h * F)).trace

n : Type u_2
inst✝¹ : Fintype n
inst✝ : DecidableEq n
E : Matrix n n ℝ → ℝ
h F A : Matrix n n ℝ
L : Matrix n n ℝ →L[ℝ] ℝ
hL : ∀ (X : Matrix n n ℝ), L X = (h * X).trace
hD : HasFDerivAt E L F
h1 : HasDerivAt (fun u => NormedSpace.exp (u • A)) A 0
h2 : HasDerivAt (fun u => NormedSpace.exp (-(u • A))) (-A) 0
h3 : HasDerivAt (rotated A F) (A * F - F * A) 0
h0 : rotated A F 0 = F
hD' : HasFDerivAt E L (rotated A F 0)
c1 : (h * (A * F)).trace = (A * (F * h)).trace
c2 : (h * (F * A)).trace = (A * (h * F)).trace
⊢ L (A * F - F * A) = (A * (F * h - h * F)).trace

Note: The target expression is not type-correct under the `implicit` transparency level, which may have triggered the failure. This is usually caused by unfolding of semireducible definitions in prior tactic steps. Use `set_option linter.tacticCheckInstances true` to investigate the source of the issue.
Full error:
  Application type mismatch: The argument
    L
  has type
    @ContinuousLinearMap ℝ ℝ Real.semiring Real.semiring (RingHom.id ℝ) (Matrix n n ℝ) instTopologicalSpaceMatrix
      addCommMonoid ℝ PseudoMetricSpace.toUniformSpace.toTopologicalSpace Real.instAddCommMonoid module
      Semiring.toModule
  but is expected to have type
    @ContinuousLinearMap ℝ ℝ Field.toSemifield.toDivisionSemiring.toSemiring
      Field.toSemifield.toDivisionSemiring.toSemiring (RingHom.id ℝ) (Matrix n n ℝ)
      PseudoMetricSpace.toUniformSpace.toTopologicalSpace Matrix.linftyOpNormedAddCommGroup.toAddCommMonoid ℝ
      PseudoMetricSpace.toUniformSpace.toTopologicalSpace Real.normedAddCommGroup.toAddCommMonoid
      Matrix.linftyOpNormedSpace.toModule RCLike.toInnerProductSpaceReal.toModule
  in the application
    ⇑L
```

The repair, with which the file compiles:

```diff
@@ -26,7 +26,11 @@
   obtain ⟨L, hL, hD⟩ := hE
   have h1 : HasDerivAt (fun u : ℝ => NormedSpace.exp (u • A)) A 0 := by
-    simpa using hasDerivAt_exp_smul_const A (0 : ℝ)
+    have e := hasDerivAt_exp_smul_const A (0 : ℝ)
+    simp at e
+    exact e
   have h2 : HasDerivAt (fun u : ℝ => NormedSpace.exp (-(u • A))) (-A) 0 := by
-    simpa using hasDerivAt_exp_smul_const (-A) (0 : ℝ)
+    have e := hasDerivAt_exp_smul_const (-A) (0 : ℝ)
+    simp at e
+    exact e
   -- the path leaves `F` with velocity `A F - F A`
   have h3 : HasDerivAt (rotated A F) (A * F - F * A) 0 :=
@@ -40,5 +44,7 @@
   have c2 : trace (h * (F * A)) = trace (A * (h * F)) := by
     rw [← Matrix.mul_assoc, Matrix.trace_mul_comm]
-  rw [hL, Matrix.mul_sub, Matrix.mul_sub, Matrix.trace_sub, Matrix.trace_sub, c1, c2]
+  have hv : L (A * F - F * A) = trace (h * (A * F - F * A)) := hL _
+  refine hv.trans ?_
+  rw [Matrix.mul_sub, Matrix.mul_sub, Matrix.trace_sub, Matrix.trace_sub, c1, c2]
 
 end
```

Cause. The first two errors concern the derivatives of the exponentials. After simplification the function, derivative and point agree, but the lemma takes the additive, module and topological structures on matrices from the operator norm, while the goal uses the matrix type's own. These agree by definition, but the closing check of `simpa` does not unfold them far enough to see it. The repair simplifies the lemma as `e` and closes the goal with `exact e`, whose check does unfold them.

The third error has the same root. After the chain rule, `L` is applied in the goal through the norm-derived structures, whereas `hL` uses the matrix type's own, so `rw [hL]` does not find its pattern, though the two print alike. The repair states the needed instance of `hL` as `hv` and applies it with `refine hv.trans ?_`, which accepts the two forms of `L (A * F - F * A)` as equal by definition. The goal left over is about traces only and no longer contains `L`, so the remaining rewrites go through unchanged.
